# Dirac bilinears with a Hermitian g5: the vector vertex preserves chirality and the mass term flips it

## Can the chirality selection rules be made rigorous for arbitrary spinors?

Take four Dirac matrices g^μ with μ = 0, 1, 2, 3, and a Hermitian matrix g5 that squares to one and anticommutes with each of them. The chiral projectors and the Dirac adjoint of a spinor u are

PL = (1 − g5)/2,  PR = (1 + g5)/2,  bar(u) = u† g^0.

I know the claim that a vector vertex never connects a left-handed spinor to a right-handed one, while a mass term connects only opposite chiralities. For all spinors u and w this should mean

bar(PL u) g^μ (PR w) = 0,

bar(PL u) (PL w) = 0,

and the same with PL and PR exchanged. I would like to see this derived with every step written out, and then stated and proved in Lean 4 so that a machine checks it. I would also like to know that the bilinears which are left over do not vanish as well.

## Yes: the Dirac adjoint exchanges the two projectors

### From the adjoint to the selection rules

Since g5 is Hermitian, so is PL. Anticommutation with g^0 gives (1 − g5) g^0 = g^0 (1 + g5), hence

bar(PL u) = u† PL g^0 = u† g^0 PR = bar(u) PR.

In the same way bar(PR u) = bar(u) PL. The projectors also satisfy PR PL = PL PR = (1 − g5²)/4 = 0, and anticommutation with g^μ gives PR g^μ = g^μ PL. Therefore

bar(PL u) g^μ (PR w) = bar(u) PR g^μ PR w = bar(u) g^μ PL PR w = 0,

bar(PL u) (PL w) = bar(u) PR PL w = 0.

Exchanging PL and PR gives the other two rules.

Because PL + PR = 1, each spinor is the sum of its chiral parts. Expanding both spinors produces four terms, of which the rules remove two:

bar(u) g^μ w = bar(PL u) g^μ (PL w) + bar(PR u) g^μ (PR w),

bar(u) w = bar(PL u) (PR w) + bar(PR u) (PL w).

To see that surviving terms can be nonzero, assume (g^0)² = 1 and put v = PL u ≠ 0. Then

bar(v) g^0 v = v† g^0 g^0 v = v† v > 0.

The spinor g^0 v is right-handed, since PR g^0 PL = g^0 PL. The mass bilinear of v with g^0 v therefore has opposite chiralities, and it equals the same positive number v† v. Exchanging PL and PR gives the same result for the right-right current and the right-left mass bilinear.

The rules also show up under the chiral rotation R = cos θ + i sin θ g5 with real θ. Its adjoint is R† = cos θ − i sin θ g5, so R† g^0 = g^0 R and bar(R u) = bar(u) R. Moving R past g^μ reverses the sign of g5:

R g^μ R = g^μ (cos θ − i sin θ g5)(cos θ + i sin θ g5) = g^μ (cos² θ + sin² θ) = g^μ.

Without a vertex in between, the two rotations add up:

R R = cos 2θ + i sin 2θ g5.

The vector current is thus unchanged, while the scalar bilinear becomes

bar(R u) (R w) = cos 2θ bar(u) w + i sin 2θ bar(u) g5 w.

### Spinors, adjoints and vertices as Lean expressions

A spinor is a function `n → ℂ` on a finite index type `n`, which need not have four elements. The matrices g^μ are `g μ` with `μ` in `Fin 4`, so g^0 is `g 0`. The adjoint `diracBar (g 0) u` is the conjugated vector `star u` multiplied from the right by `g 0`. The product `⬝ᵥ` does not conjugate again, so `diracBar (g 0) u ⬝ᵥ (g μ *ᵥ w)` is bar(u) g^μ w.

The structure `IsChirality g g5` holds the three assumptions on g5:

- `herm` says that g5 is Hermitian, which makes the left- and right-handed parts of a spinor orthogonal in the inner product u† w.
- `sq` says that g5 squares to one, so that chirality takes only the values ±1.
- `anti` says that g5 anticommutes with every `g μ`. In the usual Dirac algebra this follows from g5 = i g^0 g^1 g^2 g^3; here it is assumed.

The Clifford relations among the g^μ are not needed. Only `allowed_bilinears_ne_zero` assumes in addition that `g 0 * g 0 = 1`, the normalisation that makes the time component of the current the density u† u.

The theorem `chirality_selection` states the four vanishing rules for all `u` and `w`, the vector ones for every `μ`. The theorems `current_and_mass_split`, `allowed_bilinears_ne_zero` and `chiral_rotation_bilinears` state the decomposition, the nonvanishing of two bilinears whose first spinor is left-handed, and the behaviour under rotation. Finally, `isChirality_witness` confirms that the explicit Weyl matrices meet all the matrix conditions, with the left-handed components listed first.

For quantum electrodynamics this is the spinor algebra at a single photon vertex and in the electron mass term, for finite complex vectors and not for quantised fields. Helicity, the spin projection along the momentum, does not enter, and neither do the Dirac equation or loop corrections.

```lean
import Mathlib

open Matrix
open scoped ComplexOrder

namespace ChiralBilinears

noncomputable section

variable {n : Type*} [Fintype n] [DecidableEq n]

/-- The matrix `g5` is Hermitian, squares to one and anticommutes with the four
matrices `g μ`. -/
structure IsChirality (g : Fin 4 → Matrix n n ℂ) (g5 : Matrix n n ℂ) : Prop where
  herm : g5ᴴ = g5
  sq : g5 * g5 = 1
  anti : ∀ μ, g5 * g μ = -(g μ * g5)

/-- The left-handed projector `(1 - g5)/2`. -/
def PL (g5 : Matrix n n ℂ) : Matrix n n ℂ := (1 / 2 : ℂ) • (1 - g5)

/-- The right-handed projector `(1 + g5)/2`. -/
def PR (g5 : Matrix n n ℂ) : Matrix n n ℂ := (1 / 2 : ℂ) • (1 + g5)

/-- The Dirac adjoint `u† g0` of a spinor `u`. -/
def diracBar (g0 : Matrix n n ℂ) (u : n → ℂ) : n → ℂ := star u ᵥ* g0

/-- The chiral rotation `cos θ + i sin θ g5`. -/
def chiralRotation (g5 : Matrix n n ℂ) (θ : ℝ) : Matrix n n ℂ :=
  (Real.cos θ : ℂ) • (1 : Matrix n n ℂ) + (Complex.I * (Real.sin θ : ℂ)) • g5

variable {g : Fin 4 → Matrix n n ℂ} {g5 : Matrix n n ℂ}

/-- The Dirac adjoint of `PL u` is the Dirac adjoint of `u` times `PR`. -/
theorem diracBar_PL (h : IsChirality g g5) (u : n → ℂ) :
    diracBar (g 0) (PL g5 *ᵥ u) = diracBar (g 0) u ᵥ* PR g5 := by
  have hs : star (1 / 2 : ℂ) = 1 / 2 := by simp
  have e : (1 - g5) * g 0 = g 0 * (1 + g5) := by
    linear_combination (norm := noncomm_ring) -(h.anti 0)
  have hP : (PL g5)ᴴ * g 0 = g 0 * PR g5 := by
    rw [PL, PR, conjTranspose_smul, conjTranspose_sub, conjTranspose_one, h.herm, hs,
      Matrix.smul_mul, Matrix.mul_smul, e]
  rw [diracBar, diracBar, star_mulVec, vecMul_vecMul, vecMul_vecMul, hP]

/-- The Dirac adjoint of `PR u` is the Dirac adjoint of `u` times `PL`. -/
theorem diracBar_PR (h : IsChirality g g5) (u : n → ℂ) :
    diracBar (g 0) (PR g5 *ᵥ u) = diracBar (g 0) u ᵥ* PL g5 := by
  have hs : star (1 / 2 : ℂ) = 1 / 2 := by simp
  have e : (1 + g5) * g 0 = g 0 * (1 - g5) := by
    linear_combination (norm := noncomm_ring) h.anti 0
  have hP : (PR g5)ᴴ * g 0 = g 0 * PL g5 := by
    rw [PL, PR, conjTranspose_smul, conjTranspose_add, conjTranspose_one, h.herm, hs,
      Matrix.smul_mul, Matrix.mul_smul, e]
  rw [diracBar, diracBar, star_mulVec, vecMul_vecMul, vecMul_vecMul, hP]

/-- Chirality selection rules: the vector vertex has no matrix element between spinors of
opposite chirality, and the mass term has none between spinors of equal chirality. -/
theorem chirality_selection (h : IsChirality g g5) (u w : n → ℂ) :
    (∀ μ, diracBar (g 0) (PL g5 *ᵥ u) ⬝ᵥ (g μ *ᵥ (PR g5 *ᵥ w)) = 0) ∧
    (∀ μ, diracBar (g 0) (PR g5 *ᵥ u) ⬝ᵥ (g μ *ᵥ (PL g5 *ᵥ w)) = 0) ∧
    diracBar (g 0) (PL g5 *ᵥ u) ⬝ᵥ (PL g5 *ᵥ w) = 0 ∧
    diracBar (g 0) (PR g5 *ᵥ u) ⬝ᵥ (PR g5 *ᵥ w) = 0 := by
  refine ⟨fun μ => ?_, fun μ => ?_, ?_, ?_⟩
  · -- the adjoint turns PL into PR, and PR g^μ PR vanishes
    have e : (1 + g5) * g μ * (1 + g5) = 0 := by
      linear_combination (norm := noncomm_ring) h.anti μ + h.anti μ * g5 - g μ * h.sq
    have e' : PR g5 * g μ * PR g5 = 0 := by
      simp only [PR, Matrix.smul_mul, Matrix.mul_smul, e, smul_zero]
    rw [diracBar_PL h, ← dotProduct_mulVec, mulVec_mulVec, mulVec_mulVec, e',
      zero_mulVec, dotProduct_zero]
  · have e : (1 - g5) * g μ * (1 - g5) = 0 := by
      linear_combination (norm := noncomm_ring) h.anti μ * g5 - h.anti μ - g μ * h.sq
    have e' : PL g5 * g μ * PL g5 = 0 := by
      simp only [PL, Matrix.smul_mul, Matrix.mul_smul, e, smul_zero]
    rw [diracBar_PR h, ← dotProduct_mulVec, mulVec_mulVec, mulVec_mulVec, e',
      zero_mulVec, dotProduct_zero]
  · -- without a vertex in between, the two projectors are complementary
    have e : (1 + g5) * (1 - g5) = 0 := by
      linear_combination (norm := noncomm_ring) -h.sq
    have e' : PR g5 * PL g5 = 0 := by
      simp only [PL, PR, Matrix.smul_mul, Matrix.mul_smul, e, smul_zero]
    rw [diracBar_PL h, ← dotProduct_mulVec, mulVec_mulVec, e', zero_mulVec, dotProduct_zero]
  · have e : (1 - g5) * (1 + g5) = 0 := by
      linear_combination (norm := noncomm_ring) -h.sq
    have e' : PL g5 * PR g5 = 0 := by
      simp only [PL, PR, Matrix.smul_mul, Matrix.mul_smul, e, smul_zero]
    rw [diracBar_PR h, ← dotProduct_mulVec, mulVec_mulVec, e', zero_mulVec, dotProduct_zero]

/-- The vector current is the sum of a left-left and a right-right part, and the scalar
bilinear of the mass term is the sum of a left-right and a right-left part. -/
theorem current_and_mass_split (h : IsChirality g g5) (u w : n → ℂ) :
    (∀ μ, diracBar (g 0) u ⬝ᵥ (g μ *ᵥ w) =
      diracBar (g 0) (PL g5 *ᵥ u) ⬝ᵥ (g μ *ᵥ (PL g5 *ᵥ w)) +
      diracBar (g 0) (PR g5 *ᵥ u) ⬝ᵥ (g μ *ᵥ (PR g5 *ᵥ w))) ∧
    diracBar (g 0) u ⬝ᵥ w =
      diracBar (g 0) (PL g5 *ᵥ u) ⬝ᵥ (PR g5 *ᵥ w) +
      diracBar (g 0) (PR g5 *ᵥ u) ⬝ᵥ (PL g5 *ᵥ w) := by
  obtain ⟨c1, c2, c3, c4⟩ := chirality_selection h u w
  have hsum : PL g5 + PR g5 = 1 := by
    unfold PL PR
    module
  have split : ∀ v : n → ℂ, v = PL g5 *ᵥ v + PR g5 *ᵥ v := fun v => by
    rw [← add_mulVec, hsum, one_mulVec]
  have hbar : diracBar (g 0) u =
      diracBar (g 0) (PL g5 *ᵥ u) + diracBar (g 0) (PR g5 *ᵥ u) := by
    conv_lhs => rw [split u]
    simp only [diracBar, star_add, add_vecMul]
  constructor
  · intro μ
    conv_lhs => rw [hbar, split w]
    rw [mulVec_add, add_dotProduct, dotProduct_add, dotProduct_add, c1 μ, c2 μ]
    ring
  · conv_lhs => rw [hbar, split w]
    rw [add_dotProduct, dotProduct_add, dotProduct_add, c3, c4]
    ring

/-- If `g0` squares to one and `PL u` is nonzero, the left-left time component of the vector
current of `u` is nonzero, and so is the mass bilinear of `PL u` with `PR (g0 PL u)`. -/
theorem allowed_bilinears_ne_zero (h : IsChirality g g5) (h0 : g 0 * g 0 = 1)
    (u : n → ℂ) (hu : PL g5 *ᵥ u ≠ 0) :
    diracBar (g 0) (PL g5 *ᵥ u) ⬝ᵥ (g 0 *ᵥ (PL g5 *ᵥ u)) ≠ 0 ∧
    diracBar (g 0) (PL g5 *ᵥ u) ⬝ᵥ (PR g5 *ᵥ (g 0 *ᵥ (PL g5 *ᵥ u))) ≠ 0 := by
  have e : (1 + g5) * (g 0 * (1 - g5)) = g 0 * (1 - g5) + g 0 * (1 - g5) := by
    linear_combination (norm := noncomm_ring) h.anti 0 - h.anti 0 * g5 + g 0 * h.sq
  -- g0 turns a left-handed spinor into a right-handed one
  have e' : PR g5 * (g 0 * PL g5) = g 0 * PL g5 := by
    simp only [PL, PR, Matrix.smul_mul, Matrix.mul_smul, e]
    module
  have hv : PR g5 *ᵥ (g 0 *ᵥ (PL g5 *ᵥ u)) = g 0 *ᵥ (PL g5 *ᵥ u) := by
    simp only [mulVec_mulVec, e']
  have key : diracBar (g 0) (PL g5 *ᵥ u) ⬝ᵥ (g 0 *ᵥ (PL g5 *ᵥ u)) ≠ 0 := by
    rw [diracBar, ← dotProduct_mulVec, mulVec_mulVec, h0, one_mulVec]
    exact fun hz => hu (dotProduct_star_self_eq_zero.mp hz)
  exact ⟨key, by rw [hv]; exact key⟩

/-- A chiral rotation of both spinors by `θ` leaves the vector current unchanged and mixes the
scalar bilinear with the pseudoscalar one through the angle `2θ`. -/
theorem chiral_rotation_bilinears (h : IsChirality g g5) (θ : ℝ) (u w : n → ℂ) :
    (∀ μ, diracBar (g 0) (chiralRotation g5 θ *ᵥ u) ⬝ᵥ (g μ *ᵥ (chiralRotation g5 θ *ᵥ w)) =
      diracBar (g 0) u ⬝ᵥ (g μ *ᵥ w)) ∧
    diracBar (g 0) (chiralRotation g5 θ *ᵥ u) ⬝ᵥ (chiralRotation g5 θ *ᵥ w) =
      (Real.cos (2 * θ) : ℂ) * (diracBar (g 0) u ⬝ᵥ w) +
      Complex.I * (Real.sin (2 * θ) : ℂ) * (diracBar (g 0) u ⬝ᵥ (g5 *ᵥ w)) := by
  have hcs : (Real.cos θ : ℂ) ^ 2 + (Real.sin θ : ℂ) ^ 2 = 1 := by
    exact_mod_cast Real.cos_sq_add_sin_sq θ
  have hc2 : (Real.cos (2 * θ) : ℂ) = 2 * (Real.cos θ : ℂ) ^ 2 - 1 := by
    exact_mod_cast Real.cos_two_mul θ
  have hs2 : (Real.sin (2 * θ) : ℂ) = 2 * (Real.sin θ : ℂ) * (Real.cos θ : ℂ) := by
    exact_mod_cast Real.sin_two_mul θ
  have hk : star (Complex.I * (Real.sin θ : ℂ)) = -(Complex.I * (Real.sin θ : ℂ)) := by
    rw [Complex.star_def, map_mul, Complex.conj_I, Complex.conj_ofReal, neg_mul]
  have hc : star (Real.cos θ : ℂ) = (Real.cos θ : ℂ) := Complex.conj_ofReal _
  have hkk : (Complex.I * (Real.sin θ : ℂ)) ^ 2 = -(Real.sin θ : ℂ) ^ 2 := by
    rw [mul_pow, Complex.I_sq]
    ring
  have hI : Complex.I * (Real.sin (2 * θ) : ℂ) =
      2 * (Real.cos θ : ℂ) * (Complex.I * (Real.sin θ : ℂ)) := by
    rw [hs2]
    ring
  rw [hI, hc2]
  unfold chiralRotation
  generalize Complex.I * (Real.sin θ : ℂ) = k at *
  generalize (Real.cos θ : ℂ) = c at *
  have h1 : c ^ 2 - k ^ 2 = 1 := by linear_combination hcs - hkk
  -- the adjoint moves the rotation through g0 without inverting it
  have hU : (c • (1 : Matrix n n ℂ) + k • g5)ᴴ * g 0 = g 0 * (c • 1 + k • g5) := by
    rw [conjTranspose_add, conjTranspose_smul, conjTranspose_smul, conjTranspose_one,
      h.herm, hc, hk]
    simp only [add_mul, mul_add, Matrix.smul_mul, Matrix.mul_smul, one_mul, mul_one, h.anti 0]
    module
  have hbar : diracBar (g 0) ((c • (1 : Matrix n n ℂ) + k • g5) *ᵥ u) =
      diracBar (g 0) u ᵥ* (c • 1 + k • g5) := by
    rw [diracBar, diracBar, star_mulVec, vecMul_vecMul, vecMul_vecMul, hU]
  rw [hbar]
  constructor
  · intro μ
    have a : g5 * g μ * g5 = -g μ := by
      rw [h.anti μ, neg_mul, mul_assoc, h.sq, mul_one]
    have e : (c • (1 : Matrix n n ℂ) + k • g5) * g μ * (c • 1 + k • g5) = g μ := by
      simp only [add_mul, mul_add, Matrix.smul_mul, Matrix.mul_smul, one_mul, mul_one, a]
      rw [h.anti μ]
      linear_combination (norm := module) h1 • g μ
    rw [← dotProduct_mulVec, mulVec_mulVec, mulVec_mulVec, e]
  · have e : (c • (1 : Matrix n n ℂ) + k • g5) * (c • 1 + k • g5) =
        (2 * c ^ 2 - 1) • (1 : Matrix n n ℂ) + (2 * c * k) • g5 := by
      simp only [add_mul, mul_add, Matrix.smul_mul, Matrix.mul_smul, one_mul, mul_one, h.sq]
      linear_combination (norm := module) -(h1 • (1 : Matrix n n ℂ))
    rw [← dotProduct_mulVec, mulVec_mulVec, e, add_mulVec, smul_mulVec, smul_mulVec,
      one_mulVec, dotProduct_add, dotProduct_smul, dotProduct_smul, smul_eq_mul, smul_eq_mul]

/-- The four Dirac matrices in the Weyl representation. -/
def weylGamma : Fin 4 → Matrix (Fin 4) (Fin 4) ℂ :=
  ![!![0, 0, 1, 0; 0, 0, 0, 1; 1, 0, 0, 0; 0, 1, 0, 0],
    !![0, 0, 0, 1; 0, 0, 1, 0; 0, -1, 0, 0; -1, 0, 0, 0],
    !![0, 0, 0, -Complex.I; 0, 0, Complex.I, 0; 0, Complex.I, 0, 0; -Complex.I, 0, 0, 0],
    !![0, 0, 1, 0; 0, 0, 0, -1; -1, 0, 0, 0; 0, 1, 0, 0]]

/-- The diagonal matrix with entries `-1, -1, 1, 1`. -/
def weylGamma5 : Matrix (Fin 4) (Fin 4) ℂ :=
  !![-1, 0, 0, 0; 0, -1, 0, 0; 0, 0, 1, 0; 0, 0, 0, 1]

/-- In the Weyl representation `weylGamma5` meets the conditions on `g5`, and `g0` squares
to one. -/
theorem isChirality_witness :
    IsChirality weylGamma weylGamma5 ∧ weylGamma 0 * weylGamma 0 = 1 := by
  refine ⟨⟨?_, ?_, ?_⟩, ?_⟩
  · ext i j
    fin_cases i <;> fin_cases j <;> simp [weylGamma5]
  · ext i j
    fin_cases i <;> fin_cases j <;> simp [weylGamma5, Matrix.mul_apply, Fin.sum_univ_succ]
  · intro μ
    ext i j
    fin_cases μ <;> fin_cases i <;> fin_cases j <;>
      simp [weylGamma, weylGamma5, Matrix.mul_apply, Fin.sum_univ_succ]
  · ext i j
    fin_cases i <;> fin_cases j <;> simp [weylGamma, Matrix.mul_apply, Fin.sum_univ_succ]

end

end ChiralBilinears
```

```lean
#print axioms ChiralBilinears.current_and_mass_split
#print axioms ChiralBilinears.allowed_bilinears_ne_zero
#print axioms ChiralBilinears.chiral_rotation_bilinears
```

```
'ChiralBilinears.current_and_mass_split' depends on axioms: [propext, Classical.choice, Quot.sound]
'ChiralBilinears.allowed_bilinears_ne_zero' depends on axioms: [propext, Classical.choice, Quot.sound]
'ChiralBilinears.chiral_rotation_bilinears' depends on axioms: [propext, Classical.choice, Quot.sound]
```

### How the Lean proofs follow the algebra

The lemmas `diracBar_PL` and `diracBar_PR` are the exchange of projectors under the adjoint. In each, `e` is the commutation of 1 ∓ g5 past g^0, and `hP` adds the factor 1/2 and the Hermiticity of g5.

In `chirality_selection` these lemmas place both projectors around the vertex. The proof then multiplies out where the derivation above moves a projector: for the first rule, `e` states that (1 + g5) g^μ (1 + g5) is zero. The call to `linear_combination` names the multiples of the assumptions that produce this identity, and `noncomm_ring` checks the expansion without commuting any matrices. For the mass term only the product of two complementary projectors is needed.

The proof of `current_and_mass_split` obtains PL + PR = 1 as `hsum`, splits both spinors, and uses the four selection rules to remove the mixed-chirality terms from the vector current and the equal-chirality terms from the scalar bilinear.

In `allowed_bilinears_ne_zero`, `e'` is the identity PR g^0 PL = g^0 PL. The step `key` reduces the time component to v† v, which vanishes only for v = 0. By `hv`, the mass bilinear is the same expression.

For the rotation, the proof abbreviates cos θ as `c` and i sin θ as `k`. The trigonometric identity becomes `h1`, which reads c² − k² = 1. The step `hU` is R† g^0 = g^0 R, and `hbar` carries it over to the adjoint spinor. The two identities called `e` are then R g^μ R = g^μ and the double-angle formula for R R.

### Chiral spinors as eigenvectors of g5

The chiral spinors could also have been given by eigenvalue conditions, g5 u = −u for left-handed and g5 w = w for right-handed. This describes the same spinors, because PL u = u holds exactly when g5 u = −u. The first rule would then come from a sign: Hermiticity and anticommutation give bar(u) g5 = bar(u), so

bar(u) g^μ w = bar(u) g5 g^μ w = −bar(u) g^μ g5 w = −bar(u) g^μ w,

and the bilinear is zero. The selection rules would need no projectors, but they would carry an extra hypothesis on each spinor, and the decomposition of a general current would still require PL and PR.
